# Among configurations reached by single spin flips from both high-spin triplets, only those with four open shells are spin-incomplete

## Checking the list of determinants before diagonalising

When a spin-flip calculation is meant to give spin-pure states, its list of determinants can be checked before the Hamiltonian is diagonalised: for each spatial configuration on the list, are all of its spin arrangements with the chosen $S_z$ there? If they are, and spin-up and spin-down electrons share the same spatial orbitals, the space is closed under $\hat S^2$, and the eigenstates of a spin-free Hamiltonian can be chosen with definite total spin. If some are missing, the states may be spin-contaminated. Adding the missing determinants, or dropping the incomplete configurations altogether, removes that risk.

Take a doubly occupied core $C$ and two further orbitals $a$ and $b$. One triplet reference has both open-shell electrons up, the other has both down. A single spin flip of the first reference removes a spin-up electron and creates a spin-down one in any orbital free for it; for the second reference, up and down are exchanged. Both lead to $S_z=0$, and only flips in these directions are meant below. The result says which configurations are incomplete in this space, for configuration interaction with single flips and one common finite orbital set.

## The count and the completeness criterion

Write a determinant as $(A,B)$, where $A$ is the set of spin-up orbitals and $B$ the set of spin-down orbitals. Let $C^c$ be the set of orbitals outside the core, and let $N$ be the number of distinct determinants reached from the two references. For $a\neq b$, both outside $C$:

- $N+4=2(|C|+2)\,|C^c|$.
- A configuration that is reached has all its $S_z=0$ determinants in the space exactly when it does not have four open shells.

For four orbitals $c,o_1,o_2,v$ with $C=\{c\}$, $a=o_1$ and $b=o_2$, this gives $N=14$. The configuration with all four orbitals singly occupied has 2 of its 6 determinants in the space.

In the Lean file, `Det α` is the pair $(A,B)$, and `spinFlipSpace C a b` is the union of the flips from the two references. `configuration` records $(A\cap B,\,A\cup B)$, the doubly occupied and the occupied orbitals. `spinArrangements d` collects the determinants with that configuration and equal numbers of up and down electrons, so completeness reads `spinArrangements d ⊆ spinFlipSpace C a b`. The hypotheses `hab`, `ha` and `hb` say that the open orbitals are distinct and lie outside the core; in `spinComplete_iff`, `hd` says that `d` is reached.

Determinants carry no phases or amplitudes here, and both references use the same orbitals. The file contains neither a Hamiltonian nor $\hat S^2$, so the link to spin purity made above is the usual physical argument and not one of its theorems.

## Counting the flips

Put $M=C\cup\{a,b\}$. The spin-up reference is $(M,C)$, and its flips are

$$(M\setminus\{p\},\;C\cup\{q\}),\qquad p\in M,\quad q\notin C .$$

The first set determines $p$ and the second determines $q$, so there are $(|C|+2)|C^c|$ distinct flips. Those of the spin-down reference are the same determinants with up and down exchanged, and equally many.

A determinant $(A,B)$ reached from both references needs each of $A$ and $B$ to be at once $M$ without one orbital and $C$ with one orbital added. Only $C\cup\{a\}$ and $C\cup\{b\}$ qualify. This gives $2\times 2=4$ common determinants, and hence the count.

## Open shells decide completeness

In an $S_z=0$ determinant, $|A|=|B|$, so $A\setminus B$ and $B\setminus A$ have equal size. With at most two open shells, each has at most one element. The only $S_z=0$ determinants of the configuration are then $(A,B)$ and $(B,A)$, which coincide for a closed shell. The space is closed under exchange of up and down, so it contains both.

For a flip of the spin-up reference there are two cases.

- If $p\in C$ and $q\notin M$, the open shells are $a,b$ with spin up and $p,q$ with spin down: four in all.
- Otherwise there are at most two, and the configuration is complete.

In the first case, the determinant

$$\bigl(C\cup\{a\},\;(C\setminus\{p\})\cup\{b,q\}\bigr)$$

has the same configuration but is missing. Every flip of the spin-up reference has a spin-down set containing $C$, whereas this one lacks $p$. Every flip of the spin-down reference has a spin-down set inside $M$, whereas this one contains $q$. Exchanging up and down carries the argument over to flips of the spin-down reference.

For the four orbitals the full list is:

| Configuration | In the space | All with $S_z=0$ |
|---|---|---|
| $c^2o_1^2$ | 1 | 1 |
| $c^2o_2^2$ | 1 | 1 |
| $c^2o_1o_2$ | 2 | 2 |
| $c^2o_1v$ | 2 | 2 |
| $c^2o_2v$ | 2 | 2 |
| $c\,o_1^2o_2$ | 2 | 2 |
| $c\,o_1o_2^2$ | 2 | 2 |
| $c\,o_1o_2v$ | 2 | 6 |

## A closed shell that no single flip reaches

The criterion needs `hd`. In the four-orbital model, take $d=(\{o_1,v\},\{o_1,v\})$. It has no open shells, and it is the only determinant of its configuration. Yet it is not in the space: a single flip leaves at least one electron in $c$, and here $c$ is empty. Without `hd`, the criterion would wrongly call this configuration complete.

## The Lean file

```lean
import Mathlib

open Finset

namespace SpinFlipCompleteness

variable {α : Type*} [Fintype α] [DecidableEq α]

/-- A determinant: the set of spin-up orbitals and the set of spin-down orbitals. -/
abbrev Det (α : Type*) := Finset α × Finset α

/-- All determinants obtained by moving one spin-up electron into a free spin-down orbital. -/
def flipDown (d : Det α) : Finset (Det α) :=
  (d.1 ×ˢ d.2ᶜ).image fun m => (d.1.erase m.1, insert m.2 d.2)

/-- All determinants obtained by moving one spin-down electron into a free spin-up orbital. -/
def flipUp (d : Det α) : Finset (Det α) := (flipDown d.swap).image Prod.swap

/-- The reference with core `C` doubly occupied and `a`, `b` both spin-up. -/
def tripletUp (C : Finset α) (a b : α) : Det α := (insert a (insert b C), C)

/-- The reference with core `C` doubly occupied and `a`, `b` both spin-down. -/
def tripletDown (C : Finset α) (a b : α) : Det α := (C, insert a (insert b C))

/-- The determinants reached by a single downward flip of the spin-up triplet reference or a single
upward flip of the spin-down one. -/
def spinFlipSpace (C : Finset α) (a b : α) : Finset (Det α) :=
  flipDown (tripletUp C a b) ∪ flipUp (tripletDown C a b)

/-- The spatial configuration: the doubly occupied orbitals and the occupied orbitals. -/
def configuration (d : Det α) : Finset α × Finset α := (d.1 ∩ d.2, d.1 ∪ d.2)

/-- The number of singly occupied orbitals. -/
def openShells (d : Det α) : ℕ := (d.1 \ d.2).card + (d.2 \ d.1).card

/-- All determinants with Sz = 0 that have the same spatial configuration as `d`. -/
def spinArrangements (d : Det α) : Finset (Det α) :=
  univ.filter fun e => e.1.card = e.2.card ∧ configuration e = configuration d

/-- A determinant is a downward flip of `d` exactly when it arises by removing a spin-up
electron from some `p` and creating a spin-down electron in some free `q`. -/
theorem mem_flipDown (d e : Det α) : e ∈ flipDown d ↔
    ∃ p ∈ d.1, ∃ q, q ∉ d.2 ∧ (d.1.erase p, insert q d.2) = e := by
  simp only [flipDown, mem_image, mem_product, mem_compl]
  constructor
  · rintro ⟨⟨p, q⟩, ⟨hp, hq⟩, rfl⟩
    exact ⟨p, hp, q, hq, rfl⟩
  · rintro ⟨p, hp, q, hq, rfl⟩
    exact ⟨(p, q), ⟨hp, hq⟩, rfl⟩

/-- The spin-flip space consists of the downward flips of the spin-up triplet and their
spin-reversed partners. -/
theorem mem_spinFlipSpace (C : Finset α) (a b : α) (e : Det α) :
    e ∈ spinFlipSpace C a b ↔
      e ∈ flipDown (tripletUp C a b) ∨ e.swap ∈ flipDown (tripletUp C a b) := by
  simp only [spinFlipSpace, mem_union, flipUp, mem_image]
  refine or_congr Iff.rfl ⟨?_, fun h => ⟨e.swap, h, rfl⟩⟩
  rintro ⟨x, hx, rfl⟩
  exact hx

/-- The number of downward flips is the number of spin-up electrons times the number of
free spin-down orbitals. -/
theorem card_flipDown (d : Det α) : (flipDown d).card = d.1.card * d.2ᶜ.card := by
  unfold flipDown
  rw [card_image_of_injOn, card_product]
  rintro ⟨p, q⟩ h ⟨p', q'⟩ h' heq
  obtain ⟨hp, hq⟩ := mem_product.mp (mem_coe.mp h)
  obtain ⟨e1, e2⟩ := Prod.mk.inj heq
  have hpp : p = p' := by
    by_contra hne
    have hm : p ∈ d.1.erase p' := mem_erase.mpr ⟨hne, hp⟩
    rw [← e1] at hm
    exact (mem_erase.mp hm).1 rfl
  have hm : q ∈ insert q' d.2 := by
    rw [← e2]
    exact mem_insert_self q d.2
  have hqq : q = q' := (mem_insert.mp hm).resolve_right (mem_compl.mp hq)
  rw [hpp, hqq]

/-- Size of the spin-flip space: for distinct `a`, `b` outside `C`, its number of determinants plus
four equals `2 (|C| + 2) |Cᶜ|`. -/
theorem card_spinFlipSpace (C : Finset α) {a b : α} (hab : a ≠ b) (ha : a ∉ C) (hb : b ∉ C) :
    (spinFlipSpace C a b).card + 4 = 2 * ((C.card + 2) * Cᶜ.card) := by
  have haM : a ∉ insert b C := by simp [hab, ha]
  have hne : insert a C ≠ insert b C := by
    intro h
    exact haM (h ▸ mem_insert_self a C)
  -- the determinants common to both references
  have hI : flipDown (tripletUp C a b) ∩ flipUp (tripletDown C a b) =
      ({insert a C, insert b C} : Finset (Finset α)) ×ˢ {insert a C, insert b C} := by
    have hP : ∀ X : Finset α, X ∈ ({insert a C, insert b C} : Finset (Finset α)) ↔
        (∃ p ∈ insert a (insert b C), (insert a (insert b C)).erase p = X) ∧
          ∃ q, q ∉ C ∧ insert q C = X := by
      intro X
      rw [mem_insert, mem_singleton]
      constructor
      · rintro (rfl | rfl)
        · exact ⟨⟨b, by simp, by rw [erase_insert_of_ne hab, erase_insert hb]⟩, a, ha, rfl⟩
        · exact ⟨⟨a, by simp, erase_insert haM⟩, b, hb, rfl⟩
      · rintro ⟨⟨p, _, h⟩, q, hq, rfl⟩
        have hm : q ∈ (insert a (insert b C)).erase p := h ▸ mem_insert_self q C
        rcases mem_insert.mp (mem_erase.mp hm).2 with h1 | h1
        · exact Or.inl (by rw [h1])
        · exact Or.inr (by rw [(mem_insert.mp h1).resolve_right hq])
    ext ⟨A, B⟩
    rw [mem_product, hP, hP, mem_inter, flipUp, mem_image]
    constructor
    · rintro ⟨h1, x, h2, hx⟩
      obtain ⟨p, hp, q, hq, h3⟩ := (mem_flipDown _ _).mp h1
      obtain ⟨p', hp', q', hq', h4⟩ := (mem_flipDown _ _).mp h2
      rw [← h4] at hx
      obtain ⟨hA, hB⟩ := Prod.mk.inj h3
      obtain ⟨hA', hB'⟩ := Prod.mk.inj hx
      exact ⟨⟨⟨p, hp, hA⟩, q', hq', hA'⟩, ⟨p', hp', hB'⟩, q, hq, hB⟩
    · rintro ⟨⟨⟨p, hp, hA⟩, q', hq', hA'⟩, ⟨p', hp', hB'⟩, q, hq, hB⟩
      exact ⟨(mem_flipDown _ _).mpr ⟨p, hp, q, hq, Prod.ext hA hB⟩, (B, A),
        (mem_flipDown _ _).mpr ⟨p', hp', q', hq', Prod.ext hB' hA'⟩, rfl⟩
  have hM : (insert a (insert b C)).card = C.card + 2 := by
    rw [card_insert_of_notMem haM, card_insert_of_notMem hb]
  have h1 : (flipDown (tripletUp C a b)).card = (C.card + 2) * Cᶜ.card := by
    rw [card_flipDown, ← hM]
    rfl
  have h2 : (flipUp (tripletDown C a b)).card = (C.card + 2) * Cᶜ.card := by
    rw [flipUp, card_image_of_injective _ Prod.swap_injective]
    exact h1
  have hu := card_union_add_card_inter (flipDown (tripletUp C a b)) (flipUp (tripletDown C a b))
  rw [hI, card_product, card_pair hne, h1, h2] at hu
  unfold spinFlipSpace
  linarith

/-- With at most two open shells, an Sz = 0 determinant and its spin-reversed partner are
the only Sz = 0 determinants of their configuration. -/
theorem eq_or_eq_swap {d e : Det α} (hd : d.1.card = d.2.card) (ho : openShells d ≤ 2)
    (he : e ∈ spinArrangements d) : e = d ∨ e = d.swap := by
  obtain ⟨A, B⟩ := d
  obtain ⟨X, Y⟩ := e
  simp only [spinArrangements, configuration, mem_filter, mem_univ, true_and,
    Prod.mk.injEq] at he
  obtain ⟨hXY, hi, hu⟩ := he
  simp only [openShells] at ho hd
  have c1 := card_sdiff_add_card_inter A B
  have c2 := card_sdiff_add_card_inter B A
  rw [inter_comm B A] at c2
  have c3 := card_union_add_card_inter A B
  have c4 := card_union_add_card_inter X Y
  rw [hi, hu] at c4
  have hone : (A \ B).card ≤ 1 := by omega
  have mi : ∀ z, (z ∈ X ∧ z ∈ Y) ↔ (z ∈ A ∧ z ∈ B) := fun z => by
    rw [← mem_inter, hi, mem_inter]
  have mu : ∀ z, (z ∈ X ∨ z ∈ Y) ↔ (z ∈ A ∨ z ∈ B) := fun z => by
    rw [← mem_union, hu, mem_union]
  by_cases hY : Y ⊆ B
  · have hYB : Y = B := eq_of_subset_of_card_le hY (by omega)
    subst hYB
    refine Or.inl (Prod.ext ?_ rfl)
    ext z
    have h1 := mi z
    have h2 := mu z
    tauto
  · -- the spin-down set holds the one orbital outside `B`, so the spin-up set is `B`
    obtain ⟨x, hxY, hxB⟩ := not_subset.mp hY
    have hxA : x ∈ A := ((mu x).mp (Or.inr hxY)).resolve_right hxB
    have hX : X ⊆ B := by
      intro z hz
      by_contra hzB
      have hzA : z ∈ A := ((mu z).mp (Or.inl hz)).resolve_right hzB
      have hzx : z = x :=
        card_le_one.mp hone z (mem_sdiff.mpr ⟨hzA, hzB⟩) x (mem_sdiff.mpr ⟨hxA, hxB⟩)
      subst hzx
      exact hxB ((mi z).mp ⟨hz, hxY⟩).2
    have hXB : X = B := eq_of_subset_of_card_le hX (by omega)
    subst hXB
    refine Or.inr (Prod.ext rfl ?_)
    change Y = A
    ext z
    have h1 := mi z
    have h2 := mu z
    tauto

/-- For a downward flip of the spin-up triplet, the space contains every Sz = 0 determinant of its
configuration exactly when the number of open shells is not four. -/
theorem complete_iff_of_flipDown (C : Finset α) {a b : α} (hab : a ≠ b) (ha : a ∉ C)
    (hb : b ∉ C) {d : Det α} (h : d ∈ flipDown (tripletUp C a b)) :
    spinArrangements d ⊆ spinFlipSpace C a b ↔ openShells d ≠ 4 := by
  have hS := h
  obtain ⟨p, hp, q, hq, rfl⟩ := (mem_flipDown _ _).mp h
  simp only [tripletUp] at hp hq hS ⊢
  have hM : (insert a (insert b C)).card = C.card + 2 := by
    rw [card_insert_of_notMem (by simp [hab, ha]), card_insert_of_notMem hb]
  have hA : ((insert a (insert b C)).erase p).card = C.card + 1 := by
    rw [card_erase_of_mem hp, hM]
    rfl
  have hB : (insert q C).card = C.card + 1 := card_insert_of_notMem hq
  have c1 := card_sdiff_add_card_inter ((insert a (insert b C)).erase p) (insert q C)
  have c2 := card_sdiff_add_card_inter (insert q C) ((insert a (insert b C)).erase p)
  rw [inter_comm (insert q C)] at c2
  by_cases h4 : p ∈ C ∧ q ∉ insert a (insert b C)
  · -- core-to-virtual flip: four open shells, and one arrangement is exhibited as missing
    obtain ⟨hpC, hqM⟩ := h4
    have hAB : (insert a (insert b C)).erase p \ insert q C = {a, b} := by
      ext z
      grind
    rw [hAB, card_pair hab] at c1
    have ho : openShells ((insert a (insert b C)).erase p, insert q C) = 4 := by
      simp only [openShells]
      rw [hAB, card_pair hab]
      omega
    refine ⟨fun hsub => ?_, fun hn => absurd ho hn⟩
    have hbq : b ∉ insert q C := by grind
    have hmem : (insert a C, (insert b (insert q C)).erase p) ∈
        spinArrangements ((insert a (insert b C)).erase p, insert q C) := by
      simp only [spinArrangements, configuration, mem_filter, mem_univ, true_and,
        Prod.mk.injEq]
      refine ⟨?_, ?_, ?_⟩
      · rw [card_insert_of_notMem ha, card_erase_of_mem (by simp [hpC]),
          card_insert_of_notMem hbq, hB]
        rfl
      · ext z
        grind
      · ext z
        grind
    exfalso
    rcases (mem_spinFlipSpace _ _ _ _).mp (hsub hmem) with h1 | h1
    · obtain ⟨p', _, q', _, h2⟩ := (mem_flipDown _ _).mp h1
      have h3 : insert q' C = (insert b (insert q C)).erase p := (Prod.mk.inj h2).2
      have h5 : p ∈ insert q' C := mem_insert_of_mem hpC
      rw [h3] at h5
      exact (mem_erase.mp h5).1 rfl
    · obtain ⟨p', _, q', _, h2⟩ := (mem_flipDown _ _).mp h1
      have h3 : (insert a (insert b C)).erase p' = (insert b (insert q C)).erase p :=
        (Prod.mk.inj h2).1
      have h5 : q ∈ (insert b (insert q C)).erase p :=
        mem_erase.mpr ⟨fun hqp => hq (hqp ▸ hpC), by simp⟩
      rw [← h3] at h5
      exact hqM (mem_erase.mp h5).2
  · -- every other flip leaves at most two open shells
    have hone : ((insert a (insert b C)).erase p \ insert q C).card ≤ 1 := by
      rw [card_le_one]
      intro z hz w hw
      grind
    have ho : openShells ((insert a (insert b C)).erase p, insert q C) ≤ 2 := by
      simp only [openShells]
      omega
    refine ⟨fun _ => by omega, fun _ e he => ?_⟩
    rw [mem_spinFlipSpace]
    rcases eq_or_eq_swap (hA.trans hB.symm) ho he with rfl | rfl
    · exact Or.inl hS
    · exact Or.inr hS

/-- A configuration with at least one determinant in the spin-flip space is spin-complete exactly
when it does not have four open shells. -/
theorem spinComplete_iff (C : Finset α) {a b : α} (hab : a ≠ b) (ha : a ∉ C) (hb : b ∉ C)
    {d : Det α} (hd : d ∈ spinFlipSpace C a b) :
    spinArrangements d ⊆ spinFlipSpace C a b ↔ openShells d ≠ 4 := by
  rcases (mem_spinFlipSpace _ _ _ _).mp hd with h | h
  · exact complete_iff_of_flipDown C hab ha hb h
  · -- spin reversal changes neither the configuration nor the number of open shells
    have key := complete_iff_of_flipDown C hab ha hb h
    have hc : configuration d.swap = configuration d :=
      Prod.ext (inter_comm _ _) (union_comm _ _)
    have ho : openShells d.swap = openShells d := Nat.add_comm _ _
    have hs : spinArrangements d.swap = spinArrangements d := by
      unfold spinArrangements
      rw [hc]
    rwa [hs, ho] at key

/-- The spin-flip space for four orbitals c, o1, o2, v, numbered 0, 1, 2, 3. -/
def fourOrbitalSpace : Finset (Det (Fin 4)) := spinFlipSpace {0} 1 2

/-- For orbitals c, o1, o2, v there are 14 determinants. The configuration with all four orbitals
singly occupied is reached, is the only spin-incomplete one reached, and has 2 of its 6 determinants
in the space. -/
theorem fourOrbital_count :
    fourOrbitalSpace.card = 14 ∧
    (({1, 2}, {0, 3}) : Det (Fin 4)) ∈ fourOrbitalSpace ∧
    (∀ d ∈ fourOrbitalSpace,
      (spinArrangements d ⊆ fourOrbitalSpace ↔ configuration d ≠ (∅, univ))) ∧
    (spinArrangements (({1, 2}, {0, 3}) : Det (Fin 4))).card = 6 ∧
    (spinArrangements (({1, 2}, {0, 3}) : Det (Fin 4)) ∩ fourOrbitalSpace).card = 2 := by
  decide +kernel

end SpinFlipCompleteness
```

```lean
#print axioms SpinFlipCompleteness.card_spinFlipSpace
#print axioms SpinFlipCompleteness.spinComplete_iff
#print axioms SpinFlipCompleteness.fourOrbital_count
```

```
'SpinFlipCompleteness.card_spinFlipSpace' depends on axioms: [propext, Classical.choice, Quot.sound]
'SpinFlipCompleteness.spinComplete_iff' depends on axioms: [propext, Classical.choice, Quot.sound]
'SpinFlipCompleteness.fourOrbital_count' depends on axioms: [propext, Classical.choice, Quot.sound]
```

## How the proof follows the derivation

`mem_flipDown` unpacks a flip into its orbitals $p$ and $q$. `mem_spinFlipSpace` expresses the space as the flips of the spin-up reference together with their spin-reversed partners.

`card_flipDown` shows that the map from $(p,q)$ to determinants is injective, which turns the count into a product. In `card_spinFlipSpace`, the step `hP` identifies the two sets that have both required forms, and `hI` uses it to write the overlap as a $2\times2$ product. The identity $|X\cup Y|+|X\cap Y|=|X|+|Y|$ then gives the formula.

`eq_or_eq_swap` treats configurations with at most two open shells. Cardinality identities and `omega` give $|A\setminus B|\le 1$. The proof then asks whether the spin-down set of the other determinant lies inside $B$. If so, it equals $B$ and the determinant is `d`; if not, the spin-up set equals $B$ and the determinant is `d.swap`.

`complete_iff_of_flipDown` splits on whether $p\in C$ and $q\notin M$. In that case it supplies the missing determinant displayed above and refutes membership for each reference in turn, with `grind` settling the set identities. In the other case it applies `eq_or_eq_swap`. `spinComplete_iff` extends the result to the whole space, since spin reversal preserves both the configuration and the number of open shells.

Finally, `fourOrbital_count` numbers $c,o_1,o_2,v$ as 0, 1, 2, 3 and establishes the numerical statements by finite evaluation with `decide +kernel`. It also confirms that the configuration `(∅, univ)`, with no orbital doubly occupied and every orbital occupied, is the only incomplete one reached.
